# Bounding the error of Schrödinger evolution under an approximate Hamiltonian

The lemma compares a state `φ` propagated with an approximate generator `K(t)` with a state `ψ` propagated with the Hermitian `H(t)`, in units with ħ = 1. For `t ≥ 0`, it bounds the norm of `φ t - ψ t` by the norm of the initial difference plus the time integral of the norm of `(H - K) φ`. The operators are linear and defined on the whole of a complex inner product space, `(H - K) φ` is assumed continuous in time, and neither Hermiticity of `K(t)` nor normalisation of the states is required. The proof reads the equation for `φ` as evolution under `H(t)` with the source `i (H - K) φ`, applies `residual_bound`, and then removes the factor `i`, whose norm is one.

Lean 4 with Mathlib refuses this proof:

```lean
import Mathlib

open Complex

namespace SchrodingerResidualBound

noncomputable section

variable {E : Type*} [NormedAddCommGroup E] [InnerProductSpace ℂ E]

/-- The trajectory `φ` obeys the driven Schrödinger equation `φ' = -i H(t) φ + r(t)`. -/
def Driven (H : ℝ → E →ₗ[ℂ] E) (r φ : ℝ → E) : Prop :=
  ∀ t, HasDerivAt φ (-(I • H t (φ t)) + r t) t

/-- The trajectory `ψ` obeys the Schrödinger equation `ψ' = -i H(t) ψ`,
the driven equation with zero source. -/
def Schrodinger (H : ℝ → E →ₗ[ℂ] E) (ψ : ℝ → E) : Prop :=
  Driven H 0 ψ

/-- For a Hermitian operator `A`, the inner product of `x` with `-i A x` has zero real part. -/
theorem re_inner_generator (A : E →ₗ[ℂ] E) (hA : A.IsSymmetric) (x : E) :
    (inner ℂ x (-(I • A x))).re = 0 := by
  have h := inner_conj_symm (𝕜 := ℂ) x (A x)
  rw [hA x x] at h
  have him := Complex.conj_eq_iff_im.mp h
  rw [inner_neg_right, inner_smul_right]
  simp [Complex.mul_re, him]

/-- For Hermitian `H(t)`, the squared norm of a driven state changes at the rate `2 Re ⟨e, r⟩`. -/
theorem hasDerivAt_norm_sq {H : ℝ → E →ₗ[ℂ] E} (hH : ∀ t, (H t).IsSymmetric)
    {r e : ℝ → E} (he : Driven H r e) (t : ℝ) :
    HasDerivAt (fun s => ‖e s‖ ^ 2) (2 * (inner ℂ (e t) (r t)).re) t := by
  have h := (he t).inner ℂ (he t)
  have h2 : HasDerivAt (fun s => (inner ℂ (e s) (e s)).re) _ t :=
    Complex.reCLM.hasFDerivAt.comp_hasDerivAt t h
  have hfun : (fun s => ‖e s‖ ^ 2) = fun s => (inner ℂ (e s) (e s)).re :=
    funext fun s => (inner_self_eq_norm_sq (𝕜 := ℂ) (e s)).symm
  rw [hfun]
  refine h2.congr_deriv ?_
  have hsymm : (inner ℂ (-(I • H t (e t)) + r t) (e t)).re
      = (inner ℂ (e t) (-(I • H t (e t)) + r t)).re := by
    rw [← inner_conj_symm, Complex.conj_re]
  -- the Hamiltonian term does not contribute to the real part
  have hval : (inner ℂ (e t) (-(I • H t (e t)) + r t)).re = (inner ℂ (e t) (r t)).re := by
    rw [inner_add_right, Complex.add_re, re_inner_generator (H t) (hH t), zero_add]
  rw [Complex.reCLM_apply, Complex.add_re, hsymm, hval]
  ring

/-- For Hermitian `H(t)`, a continuous source and `t ≥ 0`, the norm of a driven state grows by at
most the time integral of the norm of the source. -/
theorem norm_driven_le {H : ℝ → E →ₗ[ℂ] E} (hH : ∀ t, (H t).IsSymmetric)
    {r e : ℝ → E} (hr : Continuous r) (he : Driven H r e) {t : ℝ} (ht : 0 ≤ t) :
    ‖e t‖ ≤ ‖e 0‖ + ∫ s in (0 : ℝ)..t, ‖r s‖ := by
  refine le_of_forall_pos_le_add fun ε hε => ?_
  -- the regularised norm is differentiable even where `e` vanishes
  have hpos : ∀ s, 0 < ‖e s‖ ^ 2 + ε ^ 2 := fun s => by positivity
  have hD : ∀ s, HasDerivAt
      (fun u => (∫ x in (0 : ℝ)..u, ‖r x‖) - √(‖e u‖ ^ 2 + ε ^ 2))
      (‖r s‖ - 2 * (inner ℂ (e s) (r s)).re / (2 * √(‖e s‖ ^ 2 + ε ^ 2))) s := fun s =>
    (hr.norm.integral_hasStrictDerivAt 0 s).hasDerivAt.fun_sub
      (((hasDerivAt_norm_sq hH he s).add_const (ε ^ 2)).sqrt (hpos s).ne')
  have hmono := monotone_of_deriv_nonneg (fun s => (hD s).differentiableAt) (fun s => by
    rw [(hD s).deriv, sub_nonneg]
    have hs := Real.sqrt_pos.mpr (hpos s)
    rw [div_le_iff₀ (by positivity)]
    -- Cauchy-Schwarz bounds the growth rate by the size of the source
    have h1 : (inner ℂ (e s) (r s)).re ≤ ‖e s‖ * ‖r s‖ :=
      (Complex.re_le_norm _).trans (norm_inner_le_norm _ _)
    have h2 : ‖e s‖ ≤ √(‖e s‖ ^ 2 + ε ^ 2) :=
      Real.le_sqrt_of_sq_le (by nlinarith [sq_nonneg ε])
    have h3 := mul_le_mul_of_nonneg_right h2 (norm_nonneg (r s))
    linarith)
  have h0 := hmono ht
  simp only [intervalIntegral.integral_same] at h0
  have h1 : ‖e t‖ ≤ √(‖e t‖ ^ 2 + ε ^ 2) :=
    Real.le_sqrt_of_sq_le (by nlinarith [sq_nonneg ε])
  have h2 : √(‖e 0‖ ^ 2 + ε ^ 2) ≤ ‖e 0‖ + ε :=
    Real.sqrt_le_iff.mpr ⟨by positivity, by nlinarith [mul_nonneg (norm_nonneg (e 0)) hε.le]⟩
  linarith

/-- Residual bound for Hermitian `H(t)` and `t ≥ 0`: an approximate trajectory with continuous
residual `r` departs from an exact one by at most the initial error plus the time integral of the
norm of the residual. -/
theorem residual_bound {H : ℝ → E →ₗ[ℂ] E} (hH : ∀ t, (H t).IsSymmetric)
    {r φ ψ : ℝ → E} (hr : Continuous r) (hφ : Driven H r φ) (hψ : Schrodinger H ψ)
    {t : ℝ} (ht : 0 ≤ t) :
    ‖φ t - ψ t‖ ≤ ‖φ 0 - ψ 0‖ + ∫ s in (0 : ℝ)..t, ‖r s‖ := by
  -- the error obeys the driven equation with the residual as source
  have he : Driven H r (fun s => φ s - ψ s) := fun s =>
    ((hφ s).fun_sub (hψ s)).congr_deriv (by
      simp only [map_sub, Pi.zero_apply]
      module)
  exact norm_driven_le hH hr he ht

/-- If `φ` is propagated with `K(t)` in place of the Hermitian `H(t)`, the error is at most the
initial error plus the time integral of the norm of `(H - K) φ`. -/
theorem hamiltonian_error_bound {H K : ℝ → E →ₗ[ℂ] E} (hH : ∀ t, (H t).IsSymmetric)
    {φ ψ : ℝ → E} (hφ : Schrodinger K φ) (hψ : Schrodinger H ψ)
    (hc : Continuous fun s => H s (φ s) - K s (φ s)) {t : ℝ} (ht : 0 ≤ t) :
    ‖φ t - ψ t‖ ≤ ‖φ 0 - ψ 0‖ + ∫ s in (0 : ℝ)..t, ‖H s (φ s) - K s (φ s)‖ := by
  have hd : Driven H (fun s => I • (H s (φ s) - K s (φ s))) φ := fun s =>
    (hφ s).congr_deriv (by
      simp only [Pi.zero_apply]
      module)
  have h := residual_bound hH (hc.const_smul I) hd hψ ht
  simpa only [norm_smul, Complex.norm_I, one_mul] using h

end

end SchrodingerResidualBound
```

The compiler's answer:

```
Main.lean:106:2: error: Type mismatch: After simplification, term
  h
 has type
  ‖φ t - ψ t‖ ≤ ‖φ 0 - ψ 0‖ + ∫ (s : ℝ) in 0..t, ‖(I • fun s => (H s) (φ s) - (K s) (φ s)) s‖
but is expected to have type
  ‖φ t - ψ t‖ ≤ ‖φ 0 - ψ 0‖ + ∫ (s : ℝ) in 0..t, ‖(H s) (φ s) - (K s) (φ s)‖
```

What went wrong. The message says that `h`, after simplification, still has the factor `I` in its integrand, while the goal does not. The factor stays because of where it stands. The source in `h` has the form given by `hc.const_smul I`: `I` multiplies a whole function, and the result is then applied to `s`, as in `(I • fun s => ...) s`.

The lemma `norm_smul` rewrites the norm of a scalar multiple, `‖c • x‖`. Here the expression inside the norm is a function application, not visibly a scalar multiple of a vector, so `norm_smul` does not match, and `Complex.norm_I` and `one_mul` cannot clear the factor. The two forms are equal by definition, but the rewrite needs the scalar multiple to be in view.

The repair adds `Pi.smul_apply` to the `simpa only` list. It turns `(I • f) s` into `I • f s`, after which `norm_smul` splits off `‖I‖`, `Complex.norm_I` makes it one, and `one_mul` removes it, leaving the stated bound.

Lean accepts the file once it reads:

```diff
@@ -104,5 +104,5 @@
       module)
   have h := residual_bound hH (hc.const_smul I) hd hψ ht
-  simpa only [norm_smul, Complex.norm_I, one_mul] using h
+  simpa only [Pi.smul_apply, norm_smul, Complex.norm_I, one_mul] using h
 
 end
```
